# The normalised sum of a symmetriser's conjugates is a central projector

For three particles labelled 0, 1, 2, let $s$ exchange 0 and 1, and let $t$ exchange 0 and 2. The mixed-symmetry Young symmetriser

$$c=(1+s)(1-t)=1+s-t-st$$

satisfies $c^2=3c$, but it is not central: the conjugate permutations $s$ and $t$ have different coefficients. Now sum $gcg^{-1}$ over all six permutations. The identity contributes 6. The contributions of $s$ and $-t$ cancel, since each runs through every transposition twice. The term $-st$ gives each of the two 3-cycles, $st$ and $ts$, three times. Dividing by $3^2$ leaves

$$P=\tfrac19\bigl(6-3(st+ts)\bigr)=\tfrac13(2-st-ts).$$

This is central, and $(st+ts)^2=2+st+ts$ gives $P^2=P$. Conjugation has removed the dependence on the particle labels.

## From one symmetriser to a central idempotent

Let $G$ be a finite group and $c=\sum_g a(g)\,g$ an element of $\mathbb C[G]$. Assume that $a(1)=1$, that $c^2=\kappa c$, and that $cxc$ is a multiple of $c$ for every $x$. Then

$$P=\kappa^{-2}S,\qquad S=\sum_{g\in G}gcg^{-1},$$

is central, $P^2=P$ and $Pc=c$.

The tool is the trace in the regular representation, where $k\in G$ permutes the basis $G$ by left multiplication. It fixes every basis element if $k=1$ and none otherwise, so its trace is $|G|$ or 0. Therefore

$$\operatorname{tr}(cg^{-1})=\sum_k a(k)\operatorname{tr}(kg^{-1})=|G|\,a(g).$$

In particular $\operatorname{tr}c=|G|$. If $\kappa$ were zero, $c^2=0$ would make $c$ nilpotent with trace zero, a contradiction. So $\kappa\neq0$.

Next write $cg^{-1}c=\mu c$. The trace of the right side is $\mu|G|$. By cyclicity, that of the left side is $\operatorname{tr}(c^2g^{-1})=\kappa|G|a(g)$. Hence $cg^{-1}c=\kappa a(g)c$, and

$$Sc=\sum_g g\,(cg^{-1}c)=\kappa\sum_g a(g)\,g\,c=\kappa c^2=\kappa^2c.$$

For $k\in G$, the substitution $g'=kg$ gives

$$kS=\sum_g kg\,c\,g^{-1}=\sum_{g'}g'c\,g'^{-1}k=Sk,$$

so $S$ is central by linearity. It can then be moved past $g$:

$$S^2=\sum_g S\,gcg^{-1}=\sum_g g(Sc)g^{-1}=\kappa^2S.$$

Division by $\kappa^2$ gives $P^2=P$ and $Pc=c$.

Two consequences follow. If $w$ is central and $cwc=\mu c$, then $\kappa wc=wc^2=\mu c$, so $wc=(\mu/\kappa)c$. Moving $w$ past $g$ as before gives $wP=(\mu/\kappa)P$. If $d$ is a second element satisfying the same assumptions, with its own factor in place of $\kappa$, and $cxd=0$ for all $x$, every term $ici^{-1}\,jdj^{-1}=i\,(c\,i^{-1}j\,d)\,j^{-1}$ vanishes, and so does the product of the projectors built from $c$ and $d$.

For two particles with exchange $s$, the choices $c=1\pm s$ have $\kappa=2$. Both conjugates equal $c$, and $P=(1\pm s)/2$ is the usual symmetriser or antisymmetriser. For the one-element group, $c=P=1$ and $\kappa=1$.

In electronic structure, with $G$ the group of all permutations of the electrons, such a $P$ selects a permutation symmetry type of many-electron spatial functions. Antisymmetry of the full wavefunction ties each type that can occur to one value of the total spin, and a spin-free Hamiltonian preserves the type. The theorem concerns only the finite group algebra and does not construct the functions or their spin.

## The group algebra and the symmetriser in Lean

```lean
import Mathlib

open Equiv

namespace YoungCentralProjector

noncomputable section

variable {G : Type*} [Group G] [Fintype G] [DecidableEq G]

local notation "δ" => MonoidAlgebra.of ℂ G
```

The notation `δ g` embeds a group element in the complex group algebra. The coefficient function `a` determines $c$ as `element a`.

```lean
/-- The element `∑ a(g) g` of the group algebra with coefficients `a`. -/
def element (a : G → ℂ) : MonoidAlgebra ℂ G := ∑ g, a g • MonoidAlgebra.of ℂ G g
```

The next two definitions are $S$ and $P$.

```lean
/-- The sum of all conjugates `g c g⁻¹` of a group algebra element. -/
def conjSum (c : MonoidAlgebra ℂ G) : MonoidAlgebra ℂ G :=
  ∑ g : G, MonoidAlgebra.of ℂ G g * c * MonoidAlgebra.of ℂ G g⁻¹

/-- The conjugation sum of `c` divided by `κ²`. -/
def projector (κ : ℂ) (c : MonoidAlgebra ℂ G) : MonoidAlgebra ℂ G :=
  (κ ^ 2)⁻¹ • conjSum c
```

The three assumptions form a structure, which does not include $\kappa\neq0$.

```lean
/-- The element with coefficients `a` has identity coefficient one, squares to `κ` times
itself, and compresses every group algebra element to a multiple of itself. -/
structure IsSymmetriser (a : G → ℂ) (κ : ℂ) : Prop where
  coeff_one : a 1 = 1
  sq : element a * element a = κ • element a
  sandwich : ∀ x, ∃ μ : ℂ, element a * x * element a = μ • element a
```

The field `coeff_one` fixes the scale of $c$. Given that scale, `sq` says that $c/\kappa$ is idempotent; its regular trace $|G|/\kappa$ is its rank, which is 2 in the three-particle example. The field `sandwich` says that $c$ isolates a single symmetry channel: any operation placed between two copies of $c$ reduces to a number times $c$. These properties are assumed of $c$, not derived from a general Young tableau.

## Reading coefficients with a trace

The matrix of $g$ has a one in row $i$, column $j$ exactly when $i=gj$. Linear extension gives the representation of the algebra.

```lean
/-- The permutation matrices by which the group acts on itself from the left. -/
def regularMatrix : G →* Matrix G G ℂ where
  toFun g := Matrix.of fun i j => if i = g * j then 1 else 0
  map_one' := by
    ext i j
    simp [Matrix.one_apply]
  map_mul' g h := by
    ext i j
    simp [Matrix.mul_apply, mul_assoc]

/-- The regular representation of the group algebra. -/
def regularRep : MonoidAlgebra ℂ G →ₐ[ℂ] Matrix G G ℂ :=
  (MonoidAlgebra.lift _ _ _ :
    (G →* Matrix G G ℂ) ≃ (MonoidAlgebra ℂ G →ₐ[ℂ] Matrix G G ℂ)) regularMatrix
```

The coefficient formula first evaluates the trace on group elements, then expands `element a * δ g⁻¹` and keeps the one surviving term.

```lean
/-- The regular trace of `c g⁻¹` is the group order times the coefficient of `g` in `c`. -/
theorem trace_coeff (a : G → ℂ) (g : G) :
    (regularRep (element a * δ g⁻¹)).trace = Fintype.card G * a g := by
  -- the regular character is the group order at the identity and zero elsewhere
  have trace_regularRep : ∀ k : G,
      (regularRep (δ k)).trace = if k = 1 then (Fintype.card G : ℂ) else 0 := by
    intro k
    have h : regularRep (δ k) = regularMatrix k := by
      unfold regularRep
      exact MonoidAlgebra.lift_of _ _
    rw [h]
    by_cases hk : k = 1
    · subst hk
      simp
    · simp [regularMatrix, Matrix.trace, hk]
  have h : element a * δ g⁻¹ = ∑ k, a k • δ (k * g⁻¹) := by
    simp only [element, Finset.sum_mul, smul_mul_assoc, map_mul]
  rw [h, map_sum, Matrix.trace_sum]
  simp only [map_smul, Matrix.trace_smul, trace_regularRep, mul_inv_eq_one, smul_eq_mul,
    mul_ite, mul_zero, Finset.sum_ite_eq', Finset.mem_univ, if_true]
  ring
```

Nilpotency now excludes $\kappa=0$.

```lean
/-- The factor `κ` of a symmetriser is nonzero. -/
theorem IsSymmetriser.ne_zero {a : G → ℂ} {κ : ℂ} (h : IsSymmetriser a κ) : κ ≠ 0 := by
  rintro rfl
  -- a nilpotent element would have vanishing regular trace
  have hn : IsNilpotent (regularRep (element a)) :=
    ⟨2, by rw [pow_two, ← map_mul, h.sq, zero_smul, map_zero]⟩
  have ht := (Matrix.isNilpotent_trace_of_isNilpotent hn).eq_zero
  have h1 := trace_coeff a 1
  rw [inv_one, map_one, mul_one, ht, h.coeff_one, mul_one] at h1
  exact Nat.cast_ne_zero.mpr Fintype.card_ne_zero h1.symm
```

In `compress`, `Matrix.trace_mul_comm` supplies the cyclicity. Comparing the two traces and cancelling $|G|$ identifies $\mu$.

```lean
/-- Compressing `g⁻¹` by a symmetriser `c` gives `κ` times the coefficient of `g`, times `c`. -/
theorem IsSymmetriser.compress {a : G → ℂ} {κ : ℂ} (h : IsSymmetriser a κ) (g : G) :
    element a * δ g⁻¹ * element a = (κ * a g) • element a := by
  obtain ⟨μ, hμ⟩ := h.sandwich (δ g⁻¹)
  -- cyclicity of the trace fixes the constant
  have hl : (regularRep (element a * δ g⁻¹ * element a)).trace
      = κ * (Fintype.card G * a g) := by
    rw [map_mul, Matrix.trace_mul_comm, ← map_mul, ← mul_assoc, h.sq, smul_mul_assoc,
      map_smul, Matrix.trace_smul, trace_coeff, smul_eq_mul]
  have h1 := trace_coeff a 1
  rw [inv_one, map_one, mul_one, h.coeff_one, mul_one] at h1
  rw [hμ, map_smul, Matrix.trace_smul, h1, smul_eq_mul] at hl
  have hc : (Fintype.card G : ℂ) ≠ 0 := Nat.cast_ne_zero.mpr Fintype.card_ne_zero
  have : μ = κ * a g := mul_right_cancel₀ hc (by rw [hl]; ring)
  rw [hμ, this]
```

## Centrality and idempotence

A linear property need only be checked on group elements.

```lean
omit [Fintype G] [DecidableEq G] in
/-- A property that holds for all group elements and survives sums and scalar multiples
holds on the whole group algebra. -/
theorem algebra_induction (p : MonoidAlgebra ℂ G → Prop) (x : MonoidAlgebra ℂ G)
    (h1 : ∀ g, p (δ g)) (h2 : ∀ y z, p y → p z → p (y + z))
    (h3 : ∀ (r : ℂ) y, p y → p (r • y)) : p x := by
  exact MonoidAlgebra.induction_on x h1 h2 h3
```

For centrality, `Equiv.mulLeft k` performs the substitution $g'=kg$.

```lean
omit [DecidableEq G] in
/-- The sum of all conjugates commutes with the whole group algebra. -/
theorem conjSum_central (c x : MonoidAlgebra ℂ G) : x * conjSum c = conjSum c * x := by
  refine algebra_induction (fun x => x * conjSum c = conjSum c * x) x ?_ ?_ ?_
  · intro k
    simp only [conjSum, Finset.mul_sum, Finset.sum_mul]
    -- relabel the summation by g ↦ k g
    refine Fintype.sum_equiv (Equiv.mulLeft k) _ _ fun g => ?_
    have hk : δ (k * g)⁻¹ * δ k = δ g⁻¹ := by
      rw [← map_mul]
      congr 1
      group
    rw [Equiv.coe_mulLeft, mul_assoc (δ (k * g) * c), hk, map_mul]
    simp only [mul_assoc]
  · intro y z hy hz
    rw [add_mul, mul_add, hy, hz]
  · intro r y hy
    rw [smul_mul_assoc, mul_smul_comm, hy]
```

The following lemma moves a central element past $g$. It serves both for $S^2=\kappa^2S$ and for the scalar action of a general central element.

```lean
omit [DecidableEq G] in
/-- If a central element `w` multiplies `c` by a scalar, it multiplies the sum of the
conjugates of `c` by the same scalar. -/
theorem central_mul_conjSum {c w : MonoidAlgebra ℂ G} {ν : ℂ}
    (hw : ∀ x, x * w = w * x) (hc : w * c = ν • c) : w * conjSum c = ν • conjSum c := by
  simp only [conjSum, Finset.mul_sum, Finset.smul_sum]
  refine Finset.sum_congr rfl fun g _ => ?_
  rw [← mul_assoc, ← mul_assoc, ← hw, mul_assoc (δ g), hc, mul_smul_comm, smul_mul_assoc]
```

The main theorem states, in order, that $P$ commutes with every $x$, that $P^2=P$, and that $Pc=c$. Its `calc` block is the computation of $Sc$. "Projector" here means an idempotent; self-adjointness is not part of the statement.

```lean
/-- For a symmetriser `c`, the element `κ⁻² ∑ g c g⁻¹` is central and idempotent, and it
leaves `c` unchanged. -/
theorem projector_central_idempotent {a : G → ℂ} {κ : ℂ} (h : IsSymmetriser a κ) :
    (∀ x, x * projector κ (element a) = projector κ (element a) * x) ∧
    projector κ (element a) * projector κ (element a) = projector κ (element a) ∧
    projector κ (element a) * element a = element a := by
  have hκ : κ ^ 2 ≠ 0 := pow_ne_zero 2 h.ne_zero
  -- the conjugation sum acts on c as κ²
  have hc : conjSum (element a) * element a = κ ^ 2 • element a := by
    calc conjSum (element a) * element a
        = ∑ g, δ g * (element a * δ g⁻¹ * element a) := by
          simp only [conjSum, Finset.sum_mul, mul_assoc]
      _ = κ • (element a * element a) := by
          simp only [h.compress, mul_smul_comm, mul_smul, ← Finset.smul_sum]
          congr 1
          conv_rhs => enter [1]; unfold element
          simp only [Finset.sum_mul, smul_mul_assoc]
      _ = κ ^ 2 • element a := by rw [h.sq, smul_smul, pow_two]
  have hS := central_mul_conjSum (conjSum_central (element a)) hc
  refine ⟨fun x => ?_, ?_, ?_⟩
  · rw [projector, mul_smul_comm, smul_mul_assoc, conjSum_central]
  · rw [projector, smul_mul_assoc, mul_smul_comm, hS, inv_smul_smul₀ hκ]
  · rw [projector, smul_mul_assoc, hc, inv_smul_smul₀ hκ]
```

Every central element, such as the sum over a conjugacy class, acts on $P$ as a number. Central elements therefore cannot split $P$ into smaller nonzero idempotents.

```lean
/-- Every central element of the group algebra acts on the projector of a symmetriser as
a scalar. -/
theorem central_acts_as_scalar {a : G → ℂ} {κ : ℂ} (h : IsSymmetriser a κ)
    (w : MonoidAlgebra ℂ G) (hw : ∀ x, x * w = w * x) :
    ∃ ν : ℂ, w * projector κ (element a) = ν • projector κ (element a) := by
  obtain ⟨μ, hμ⟩ := h.sandwich w
  have hc : w * element a = (κ⁻¹ * μ) • element a := by
    rw [mul_smul, ← hμ, hw, mul_assoc, h.sq, mul_smul_comm, inv_smul_smul₀ h.ne_zero]
  refine ⟨κ⁻¹ * μ, ?_⟩
  rw [projector, mul_smul_comm, central_mul_conjSum hw hc, smul_comm]
```

The vanishing of the product needs only $cxd=0$ for all $x$; neither element has to be a symmetriser, so the two factors need not be idempotent.

```lean
omit [DecidableEq G] in
/-- If `c x d = 0` for every `x`, the conjugation sums of `c` and `d`, divided by `κ²` and `η²`,
multiply to zero. -/
theorem projector_orthogonal (κ η : ℂ) {c d : MonoidAlgebra ℂ G}
    (h : ∀ x, c * x * d = 0) : projector κ c * projector η d = 0 := by
  have hS : conjSum c * conjSum d = 0 := by
    simp only [conjSum, Finset.sum_mul, Finset.mul_sum]
    refine Finset.sum_eq_zero fun j _ => Finset.sum_eq_zero fun i _ => ?_
    calc _ = δ i * (c * (δ i⁻¹ * δ j) * d) * δ j⁻¹ := by simp only [mul_assoc]
      _ = 0 := by rw [h, mul_zero, zero_mul]
  rw [projector, projector, smul_mul_assoc, mul_smul_comm, hS, smul_zero, smul_zero]
```

## The three-particle symmetriser checked

The opening example is entered through its coefficients. Products of permutations act from right to left.

```lean
/-- The transposition of the first two of three particles. -/
def s : Perm (Fin 3) := swap 0 1

/-- The transposition of the first and the third of three particles. -/
def t : Perm (Fin 3) := swap 0 2

/-- The coefficients of `(1 + s)(1 - t) = 1 + s - t - st` for three particles. -/
def youngCoeff : Perm (Fin 3) → ℂ :=
  Pi.single 1 1 + Pi.single s 1 - Pi.single t 1 - Pi.single (s * t) 1
```

The final theorem shows that this $c$ meets all three assumptions with $\kappa=3$. Writing $S$ and $T$ for the algebra elements of $s$ and $t$, as the code does (this $S$ is not the conjugation sum), the proof uses

$$(1+S)S=1+S,\qquad T(1-T)=-(1-T),\qquad (1+S)TS(1-T)=0.$$

Expanding the inner factors of $c^2=(1+S)(1-T)(1+S)(1-T)$ then gives $c+c+c-0=3c$. The step `key` checks the six permutations and extends the result linearly: $(1+S)y(1-T)$ is always a multiple of $c$. Taking $y=(1-T)x(1+S)$ yields the condition on $cxc$.

```lean
/-- The Young symmetriser `(1 + s)(1 - t)` of three particles is a symmetriser with `κ = 3`. -/
theorem isSymmetriser_witness : IsSymmetriser youngCoeff 3 := by
  obtain ⟨S, hS⟩ : ∃ S, S = MonoidAlgebra.of ℂ (Perm (Fin 3)) s := ⟨_, rfl⟩
  obtain ⟨T, hT⟩ : ∃ T, T = MonoidAlgebra.of ℂ (Perm (Fin 3)) t := ⟨_, rfl⟩
  have hs : S * S = 1 := by rw [hS, ← map_mul, show s * s = 1 by decide, map_one]
  have ht : T * T = 1 := by rw [hT, ← map_mul, show t * t = 1 by decide, map_one]
  have hb : S * T * S = T * S * T := by
    rw [hS, hT]
    simp only [← map_mul]
    rw [show s * t * s = t * s * t by decide]
  have he : element youngCoeff = (1 + S) * (1 - T) := by
    simp only [element, youngCoeff, Pi.add_apply, Pi.sub_apply, Pi.single_apply, add_smul,
      sub_smul, ite_smul, one_smul, zero_smul, Finset.sum_add_distrib,
      Finset.sum_sub_distrib, Finset.sum_ite_eq', Finset.mem_univ, if_true, map_one,
      map_mul, ← hS, ← hT]
    noncomm_ring
  have h1 : (1 + S) * S = 1 + S := by rw [add_mul, one_mul, hs, add_comm]
  have h2 : T * (1 - T) = -(1 - T) := by rw [mul_sub, mul_one, ht, neg_sub]
  have h3 : (1 + S) * (T * S) * (1 - T) = 0 := by
    have h4 : S * T * S * T = T * S := by rw [hb, mul_assoc, ht, mul_one]
    calc _ = T * S - T * S * T + S * T * S - S * T * S * T := by noncomm_ring
      _ = 0 := by rw [h4, hb]; abel
  -- anything between row symmetriser and column antisymmetriser gives a multiple
  have key : ∀ y, ∃ μ : ℂ, (1 + S) * y * (1 - T) = μ • ((1 + S) * (1 - T)) := by
    intro y
    refine algebra_induction
      (fun y => ∃ μ : ℂ, (1 + S) * y * (1 - T) = μ • ((1 + S) * (1 - T))) y ?_ ?_ ?_
    · intro g
      have hg : ∀ g : Perm (Fin 3), g = 1 ∨ g = s ∨ g = t ∨ g = s * t ∨ g = t * s ∨
          g = s * t * s := by decide
      rcases hg g with h | h | h | h | h | h <;> rw [h] <;>
        simp only [map_one, map_mul, ← hS, ← hT]
      · exact ⟨1, by rw [mul_one, one_smul]⟩
      · exact ⟨1, by rw [h1, one_smul]⟩
      · exact ⟨-1, by rw [mul_assoc, h2, mul_neg, neg_smul, one_smul]⟩
      · exact ⟨-1, by rw [← mul_assoc, h1, mul_assoc, h2, mul_neg, neg_smul, one_smul]⟩
      · exact ⟨0, by rw [h3, zero_smul]⟩
      · exact ⟨0, by rw [mul_assoc S, ← mul_assoc (1 + S), h1, h3, zero_smul]⟩
    · rintro y z ⟨μ, hμ⟩ ⟨ν, hν⟩
      exact ⟨μ + ν, by rw [mul_add, add_mul, hμ, hν, add_smul]⟩
    · rintro r y ⟨μ, hμ⟩
      exact ⟨r * μ, by rw [mul_smul_comm, smul_mul_assoc, hμ, smul_smul]⟩
  refine ⟨?_, ?_, fun x => ?_⟩
  · have n1 : (1 : Perm (Fin 3)) ≠ s := by decide
    have n2 : (1 : Perm (Fin 3)) ≠ t := by decide
    have n3 : (1 : Perm (Fin 3)) ≠ s * t := by decide
    simp only [youngCoeff, Pi.add_apply, Pi.sub_apply, Pi.single_apply, if_neg n1,
      if_neg n2, if_neg n3, if_true]
    norm_num
  · rw [he]
    calc _ = (1 + S) * (1 - T) + (1 + S) * S * (1 - T) - (1 + S) * (T * (1 - T))
          - (1 + S) * (T * S) * (1 - T) := by noncomm_ring
      _ = (3 : ℂ) • ((1 + S) * (1 - T)) := by
          rw [h1, h2, h3, mul_neg]
          module
  · obtain ⟨μ, hμ⟩ := key ((1 - T) * x * (1 + S))
    refine ⟨μ, ?_⟩
    rw [he, ← hμ]
    simp only [mul_assoc]

end

end YoungCentralProjector
```

```lean
#print axioms YoungCentralProjector.projector_central_idempotent
-- 'YoungCentralProjector.projector_central_idempotent' depends on axioms: [propext, Classical.choice, Quot.sound]
#print axioms YoungCentralProjector.central_acts_as_scalar
-- 'YoungCentralProjector.central_acts_as_scalar' depends on axioms: [propext, Classical.choice, Quot.sound]
#print axioms YoungCentralProjector.projector_orthogonal
-- 'YoungCentralProjector.projector_orthogonal' depends on axioms: [propext, Classical.choice, Quot.sound]
```
